# A set-valued SCF map with closed, nonempty output sets and matching constant below one has a self-consistent point in a nonempty complete space

Q: When the highest occupied level of a mean-field Hamiltonian is degenerate and only partly filled, filling the lowest levels without a further rule (such as equal fractional occupation) need not determine an output density, because several occupations with different densities can be equally admissible. The SCF step is then not a function, and the contraction argument for a fixed point does not apply as it stands. The iteration can also fail outright. Let the input be a real number $x$ with the two admissible outputs $x/2$ and $x/2+1$. From $2/3$ I may go to $4/3$, and from $4/3$ back to $2/3$, forever, although each branch halves distances. Seeing such an oscillation, I cannot tell whether no self-consistent solution exists or whether my choices were bad. What does the formal statement settle?

A: It settles existence under one assumed inequality. Let $X$ be a complete metric space of trial densities with distance $d$, and let $F(x)\subseteq X$ be the set of admissible outputs at the input $x$. A point $p$ is self-consistent if $p\in F(p)$. The assumption is a number $K$ with $0\le K<1$ such that every output $y\in F(x)$ is matched, at any other input $x'$, by some $y'\in F(x')$ with $d(y,y')\le K\,d(x,x')$. If also every $F(x)$ is closed and one of them is nonempty, a self-consistent point exists, and some sequence of choices converges to it geometrically. In Lean $X$ is any type with a `MetricSpace` structure, and completeness is added only where it is used.

```lean
import Mathlib

open Filter Topology

namespace SetValuedSCF

section Metric

variable {X : Type*} [MetricSpace X]
```

The matching condition is `SetLipschitz F K`, with `dist` for $d$.

```lean
/-- The set-valued SCF map `F` has constant `K`: every output `y` at input `x` is matched, at any
other input `x'`, by an output `y'` within `K * dist x x'` of `y`. -/
def SetLipschitz (F : X → Set X) (K : ℝ) : Prop :=
  ∀ x x', ∀ y ∈ F x, ∃ y' ∈ F x', dist y y' ≤ K * dist x x'
```

Q: What is $K$ physically, and where is it derived?

A: It is not derived. It stands for the strength of the response: a change of the input density changes the mean-field potential, that changes the possible output densities, and $K$ bounds how far an output has to move per unit change of the input. The statement contains no Hamiltonian, no orbitals and no electron count, and $K$ depends on the metric chosen. For Hartree–Fock or Kohn–Sham cycles the result therefore gives a self-consistent density only for a model in which this global bound with $K<1$ has been established separately. Since $x$ and $x'$ range over all pairs, the condition is symmetric and bounds the Hausdorff distance of $F(x)$ and $F(x')$ by $K\,d(x,x')$. The fixed-point result under Nadler's name is usually phrased through that distance; the hypothesis used here asks that the match be attained with the constant $K$ itself, and asks for no boundedness.

Q: Then I doubt that it covers a level crossing, where the output is ambiguous at one density and unique nearby.

A: It does not cover that. Suppose $F(x_*)$ contains $y_1$ and $y_2$ at distance $D>0$, while inputs $x'$ arbitrarily near $x_*$ have a single output $y'$. Matching both gives $D\le d(y_1,y')+d(y_2,y')\le 2K\,d(x_*,x')$, which fails for $x'$ close enough, whatever $K$ is. Under the hypothesis, an ambiguity at one input has to persist under small enough changes of the input, as it does in your two-branch model. The partly filled degenerate level of your first question is therefore excluded too, if it allows different output densities and arbitrarily small changes of the input density split it so that the output becomes unique.

Q: My cycle $2/3,\,4/3,\,2/3,\dots$ lives in exactly that model, with $K=1/2$. Does it not contradict the claim?

A: No, because the claim concerns one well-chosen orbit and not all of them. An orbit is a sequence $u_0,u_1,\dots$ with $u_{n+1}\in F(u_n)$.

```lean
/-- An SCF orbit: each iterate is one of the admissible outputs of the previous iterate. -/
def IsOrbit (F : X → Set X) (u : ℕ → X) : Prop :=
  ∀ n, u (n + 1) ∈ F (u n)
```

Start from an input $x_0$ and an output $x_1\in F(x_0)$, and put $u_0=x_0$, $u_1=x_1$. Given $u_{n+1}\in F(u_n)$, apply the matching condition to the inputs $u_n$, $u_{n+1}$ and the output $u_{n+1}$. It yields $u_{n+2}\in F(u_{n+1})$ with
$$d(u_{n+1},u_{n+2})\le K\,d(u_n,u_{n+1}).$$
The error to avoid is to use this inequality for an arbitrary orbit, or to state the theorem for every `u` with `IsOrbit F u`. Your cycle refutes that version. Having gone from $2/3$ to $4/3$, a step of $2/3$, the next output must lie within $1/3$ of $4/3$. The candidates are $2/3$ and $5/3$, and only $5/3$ qualifies.

```lean
/-- If `F` has constant `K`, then from an input `x₀` and an admissible output `x₁`, outputs can be
chosen along an orbit so that each step is at most `K` times the previous step. -/
theorem exists_orbit {F : X → Set X} {K : ℝ} (hF : SetLipschitz F K) {x₀ x₁ : X}
    (h : x₁ ∈ F x₀) :
    ∃ u : ℕ → X, u 0 = x₀ ∧ u 1 = x₁ ∧ IsOrbit F u ∧
      ∀ n, dist (u (n + 1)) (u (n + 2)) ≤ K * dist (u n) (u (n + 1)) := by
  -- one step on admissible (input, output) pairs
  have hstep : ∀ q : {q : X × X // q.2 ∈ F q.1}, ∃ r : {q : X × X // q.2 ∈ F q.1},
      r.1.1 = q.1.2 ∧ dist q.1.2 r.1.2 ≤ K * dist q.1.1 q.1.2 := by
    intro q
    obtain ⟨z, hz, hd⟩ := hF q.1.1 q.1.2 q.1.2 q.2
    exact ⟨⟨(q.1.2, z), hz⟩, rfl, hd⟩
  choose s hs1 hs2 using hstep
  obtain ⟨v, hv0, hv⟩ : ∃ v : ℕ → {q : X × X // q.2 ∈ F q.1},
      v 0 = ⟨(x₀, x₁), h⟩ ∧ ∀ n, v (n + 1) = s (v n) :=
    ⟨fun n => s^[n] ⟨(x₀, x₁), h⟩, rfl, fun n => Function.iterate_succ_apply' s n _⟩
  have hsnd : ∀ n, (v (n + 1)).1.1 = (v n).1.2 := by
    intro n
    rw [hv n]
    exact hs1 _
  refine ⟨fun n => (v n).1.1, ?_, ?_, ?_, ?_⟩
  · show (v 0).1.1 = x₀
    rw [hv0]
  · show (v (0 + 1)).1.1 = x₁
    rw [hsnd 0, hv0]
  · intro n
    show (v (n + 1)).1.1 ∈ F (v n).1.1
    rw [hsnd n]
    exact (v n).2
  · intro n
    show dist (v (n + 1)).1.1 (v (n + 1 + 1)).1.1 ≤ K * dist (v n).1.1 (v (n + 1)).1.1
    rw [hsnd (n + 1), hsnd n, hv n]
    exact hs2 _
```

The next choice depends on the last input and the last output together, so the proof iterates on pairs $q$ with `q.2 ∈ F q.1`. The claim `hstep` is the single application of matching written above, `choose` turns it into a function `s` on such pairs, and `v n` is the $n$-fold iterate of `s` on $(x_0,x_1)$. By `hsnd` the first entry of `v (n + 1)` is the second entry of `v n`, so the first entries form the orbit. Nothing about the size of $K$ enters yet, and the selection is abstract: the theorem supplies no algorithm for finding the match.

Q: Suppose the orbit converges. For a continuous function I pass to the limit in $u_{n+1}=f(u_n)$. With sets there is no equation to take the limit of.

A: Matching replaces continuity. Let inputs $a_n\to p$ and outputs $b_n\in F(a_n)$ with $b_n\to q$, and let $F(p)$ be closed. Match each $b_n$ by $y_n\in F(p)$ with $d(b_n,y_n)\le K\,d(a_n,p)$. The triangle inequality gives
$$d(y_n,q)\le d(b_n,y_n)+d(b_n,q)\le K\,d(a_n,p)+d(b_n,q)\to 0.$$
So $q$ is a limit of points of $F(p)$, and closedness puts it in $F(p)$. Physically, closedness says that a limit of admissible outputs at a fixed input is again admissible.

```lean
/-- If `F` has constant `K`, inputs `a n` tend to `p`, admissible outputs `b n ∈ F (a n)` tend to
`q` and `F p` is closed, then `q` is an admissible output at `p`. -/
theorem mem_of_tendsto {F : X → Set X} {K : ℝ} (hF : SetLipschitz F K) {a b : ℕ → X} {p q : X}
    (hc : IsClosed (F p)) (hab : ∀ n, b n ∈ F (a n))
    (ha : Tendsto a atTop (𝓝 p)) (hb : Tendsto b atTop (𝓝 q)) : q ∈ F p := by
  -- match each output `b n` by an output `y n` at the limit input
  choose y hy hd using fun n => hF (a n) p (b n) (hab n)
  have hyq : Tendsto y atTop (𝓝 q) := by
    rw [tendsto_iff_dist_tendsto_zero] at ha hb ⊢
    have hlim : Tendsto (fun n => K * dist (a n) p + dist (b n) q) atTop (𝓝 0) := by
      simpa using (ha.const_mul K).add hb
    refine squeeze_zero (fun n => dist_nonneg) (fun n => ?_) hlim
    have h1 := dist_triangle_left (y n) q (b n)
    have h2 := hd n
    linarith
  exact hc.mem_of_tendsto hyq (Eventually.of_forall hy)
```

Here `choose` produces the $y_n$, `hlim` is the limit of the right-hand side, `squeeze_zero` with `dist_triangle_left` gives $y_n\to q$, and `hc.mem_of_tendsto` is the closedness step. The constant $K$ may be any real number, and only the set at the limit point has to be closed.

Q: Now the convergence itself, with the rate.

A: Write $d_0=d(x_0,x_1)$. Induction gives $d(u_n,u_{n+1})\le d_0K^n$: at $n=0$ it is an equality, and the step is $d(u_{n+1},u_{n+2})\le K\,d(u_n,u_{n+1})\le K\,d_0K^n$, where multiplying the inequality by $K$ uses $K\ge0$. For $m>n$,
$$d(u_n,u_m)\le\sum_{k=n}^{m-1}d_0K^k\le\frac{d_0K^n}{1-K},$$
which tends to zero because $K<1$. The orbit is Cauchy, and completeness gives a limit $p$. Letting $m\to\infty$ gives $d(u_n,p)\le d_0K^n/(1-K)$. Finally take $a_n=u_n$ and $b_n=u_{n+1}$ in the previous step; both tend to $p$, so $p\in F(p)$.

```lean
/-- In a complete space, if `F` has closed output sets and constant `K` with `0 ≤ K < 1`, from any
`x₁ ∈ F x₀` starts an orbit converging to a self-consistent point `p ∈ F p`, with error at most
`dist x₀ x₁ * K ^ n / (1 - K)` at step `n`. -/
theorem orbit_tendsto_selfConsistent [CompleteSpace X] {F : X → Set X} {K : ℝ}
    (hK0 : 0 ≤ K) (hK : K < 1) (hF : SetLipschitz F K) (hc : ∀ x, IsClosed (F x))
    {x₀ x₁ : X} (h : x₁ ∈ F x₀) :
    ∃ (u : ℕ → X) (p : X), u 0 = x₀ ∧ u 1 = x₁ ∧ IsOrbit F u ∧ p ∈ F p ∧
      Tendsto u atTop (𝓝 p) ∧ ∀ n, dist (u n) p ≤ dist x₀ x₁ * K ^ n / (1 - K) := by
  obtain ⟨u, h0, h1, hu, hd⟩ := exists_orbit hF h
  -- the steps decay geometrically
  have hgeo : ∀ n, dist (u n) (u (n + 1)) ≤ dist x₀ x₁ * K ^ n := by
    intro n
    induction n with
    | zero => simp [h0, h1]
    | succ n ih =>
      calc dist (u (n + 1)) (u (n + 1 + 1)) ≤ K * dist (u n) (u (n + 1)) := hd n
        _ ≤ K * (dist x₀ x₁ * K ^ n) := mul_le_mul_of_nonneg_left ih hK0
        _ = dist x₀ x₁ * K ^ (n + 1) := by ring
  obtain ⟨p, hp⟩ := cauchySeq_tendsto_of_complete (cauchySeq_of_le_geometric K _ hK hgeo)
  have hp' : Tendsto (fun n => u (n + 1)) atTop (𝓝 p) := hp.comp (tendsto_add_atTop_nat 1)
  exact ⟨u, p, h0, h1, hu, mem_of_tendsto hF (hc p) hu hp hp', hp,
    fun n => dist_le_of_le_geometric_of_tendsto K _ hK hgeo hp n⟩
```

The induction is `hgeo`. The geometric sum is done by the Mathlib lemmas `cauchySeq_of_le_geometric` and `dist_le_of_le_geometric_of_tendsto`, `hp'` says that the shifted sequence has the same limit, and `mem_of_tendsto` gives `p ∈ F p`. In words: for any admissible first step there exist an orbit beginning with that step and a self-consistent limit, with the stated error bound at every $n$, including $n=0$.

Q: I would have assumed a nonempty space and nonempty outputs everywhere.

A: Those assumptions imply `hne`, which asks for one input with one output, and matching then supplies outputs at all other inputs. The existence theorem takes that pair as the first step and keeps only $p$. The condition $0\le K$ costs nothing, since a map that satisfies the matching bound with a negative constant satisfies it with constant zero.

```lean
/-- In a complete space, a set-valued SCF map with closed output sets, constant `0 ≤ K < 1` and
an admissible output at some input has a self-consistent point `p ∈ F p`. -/
theorem exists_selfConsistent [CompleteSpace X] {F : X → Set X} {K : ℝ}
    (hK0 : 0 ≤ K) (hK : K < 1) (hF : SetLipschitz F K) (hc : ∀ x, IsClosed (F x))
    (hne : ∃ x, (F x).Nonempty) : ∃ p, p ∈ F p := by
  obtain ⟨x₀, x₁, h⟩ := hne
  obtain ⟨_, p, -, -, -, hp, -⟩ := orbit_tendsto_selfConsistent hK0 hK hF hc h
  exact ⟨p, hp⟩
```

If all output sets are closed, the limit lemma also shows that the self-consistent points form a closed set, for any $K$: if $a_n\in F(a_n)$ and $a_n\to p$, take $b_n=a_n$. The proof reduces closedness to sequences by `IsSeqClosed.isClosed` and applies the lemma. A limit of self-consistent densities is thus self-consistent, though without $K<1$ the set may be empty.

```lean
/-- With closed output sets and any constant `K`, the set of self-consistent points is closed. -/
theorem isClosed_selfConsistent {F : X → Set X} {K : ℝ} (hF : SetLipschitz F K)
    (hc : ∀ x, IsClosed (F x)) : IsClosed {p | p ∈ F p} := by
  apply IsSeqClosed.isClosed
  intro a p ha hp
  exact mem_of_tendsto hF (hc p) ha hp hp

end Metric
```

Q: A damped cycle does not feed the raw output back. What happens with linear mixing?

A: Mixing needs linear structure, so the space becomes a real normed space $E$, and $F$ is defined on all of $E$, with no restriction to positive, normalised densities. For a real parameter $\alpha$ the mixed map sends $x$ to the set of points $(1-\alpha)x+\alpha y$ with $y\in F(x)$.

```lean
section Mixing

variable {E : Type*} [NormedAddCommGroup E] [NormedSpace ℝ E]

/-- Linear mixing with parameter `α`: the next inputs are `(1 - α) x + α y` with `y ∈ F x`. -/
def mix (α : ℝ) (F : E → Set E) (x : E) : Set E :=
  {z | ∃ y ∈ F x, z = (1 - α) • x + α • y}
```

Match $y\in F(x)$ by $y'\in F(x')$. The difference of the mixed points is $(1-\alpha)(x-x')+\alpha(y-y')$, which is the identity `e`, and its norm is at most $|1-\alpha|\,\|x-x'\|+|\alpha|K\,\|x-x'\|$, by the triangle inequality `h1` and the scaled matching bound `h2`.

```lean
/-- If `F` has constant `K`, the linearly mixed map has constant `|1 - α| + |α| K`. -/
theorem mix_setLipschitz {F : E → Set E} {K : ℝ} (hF : SetLipschitz F K) (α : ℝ) :
    SetLipschitz (mix α F) (|1 - α| + |α| * K) := by
  rintro x x' z ⟨y, hy, rfl⟩
  obtain ⟨y', hy', hd⟩ := hF x x' y hy
  refine ⟨_, ⟨y', hy', rfl⟩, ?_⟩
  simp only [dist_eq_norm] at hd ⊢
  have e : (1 - α) • x + α • y - ((1 - α) • x' + α • y')
      = (1 - α) • (x - x') + α • (y - y') := by module
  rw [e]
  have h1 := norm_add_le ((1 - α) • (x - x')) (α • (y - y'))
  rw [norm_smul, norm_smul, Real.norm_eq_abs, Real.norm_eq_abs] at h1
  have h2 := mul_le_mul_of_nonneg_left hd (abs_nonneg α)
  linarith
```

For $\alpha\ne0$ the self-consistent points are unchanged. If $p=(1-\alpha)p+\alpha y$ with $y\in F(p)$, then $\alpha(p-y)=0$, which is `h2`, so $y=p$ and $p\in F(p)$. Conversely $y=p$ reproduces $p$.

```lean
/-- For `α ≠ 0` linear mixing has the same self-consistent points as the unmixed map. -/
theorem mem_mix_self_iff (F : E → Set E) {α : ℝ} (hα : α ≠ 0) (p : E) :
    p ∈ mix α F p ↔ p ∈ F p := by
  constructor
  · rintro ⟨y, hy, h⟩
    have h2 : α • (p - y) = 0 := by linear_combination (norm := module) h
    have h3 : p = y := sub_eq_zero.mp ((smul_eq_zero.mp h2).resolve_left hα)
    subst h3
    exact hy
  · intro hp
    exact ⟨p, hp, by module⟩

end Mixing
```

Q: So mixing rescues a map with $K\ge1$?

A: Not through this bound. For $K\ge1$ the constant is at least $|1-\alpha|+|\alpha|\ge1$. For $0\le K<1$ and $0<\alpha\le1$ it equals $1-\alpha(1-K)$, which is below one but never below $K$. The estimate uses norms only and ignores the sign of the response: for $F(x)=\{-2x\}$ and $\alpha=1/3$ the mixed map is identically $\{0\}$, while the bound reads $4/3$. No theorem on convergence of the mixed iteration is stated either; applying the orbit theorem to `mix α F` would need completeness of $E$ and closed mixed output sets as well.

Q: Show me numbers, and tell me whether the solution is unique.

A: Your model is `twoBranch`.

```lean
/-- A model with two admissible outputs at every input, `x / 2` and `x / 2 + 1`. -/
def twoBranch (x : ℝ) : Set ℝ := {x / 2, x / 2 + 1}
```

Staying on the same branch matches outputs with $|x/2-x'/2|=\tfrac12|x-x'|$, which is `key`; the shift by $1$ cancels through `dist_add_right`. Finite sets are closed. The equations $p=p/2$ and $p=p/2+1$ give $p=0$ and $p=2$, so uniqueness fails, in contrast with a single-valued contraction.

```lean
/-- The two-output model has constant `1 / 2` and closed output sets, and its self-consistent
points are exactly `0` and `2`. -/
theorem twoBranch_witness :
    SetLipschitz twoBranch (1 / 2) ∧ (∀ x, IsClosed (twoBranch x)) ∧
      ∀ p, p ∈ twoBranch p ↔ p = 0 ∨ p = 2 := by
  have key : ∀ x x' : ℝ, dist (x / 2) (x' / 2) ≤ 1 / 2 * dist x x' := by
    intro x x'
    have e : x / 2 - x' / 2 = 1 / 2 * (x - x') := by ring
    rw [Real.dist_eq, Real.dist_eq, e, abs_mul, abs_of_pos (by norm_num : (0 : ℝ) < 1 / 2)]
  refine ⟨?_, fun x => ((Set.finite_singleton _).insert _).isClosed, fun p => ?_⟩
  · intro x x' y hy
    rcases hy with hy | hy
    · rw [hy]
      exact ⟨x' / 2, Or.inl rfl, key x x'⟩
    · rw [Set.mem_singleton_iff] at hy
      rw [hy]
      refine ⟨x' / 2 + 1, Or.inr rfl, ?_⟩
      rw [dist_add_right]
      exact key x x'
  · simp only [twoBranch, Set.mem_insert_iff, Set.mem_singleton_iff]
    constructor
    · rintro (h | h)
      · left; linarith
      · right; linarith
    · rintro (h | h)
      · left; linarith
      · right; linarith
```

Take $x_0=1$ and $x_1=3/2$, so $d_0=1/2$ and the bound is $\tfrac12\cdot2^{-n}/\tfrac12=2^{-n}$. At $3/2$ the outputs are $3/4$ and $7/4$, and only $7/4$ lies within $1/4$ of $3/2$. At $7/4$ they are $7/8$ and $15/8$, and only $15/8$ lies within $1/8$. The orbit is $u_n=2-2^{-n}$, with errors $1,\tfrac12,\tfrac14,\tfrac18,\dots$, so the bound is attained at every step. With $x_1=1/2$ the same rule gives $u_n=2^{-n}\to0$: here the first choice decides which solution is reached. These explicit orbits, like your cycle, the level-crossing estimate and my comments on the Hausdorff distance and on the size of the constants, are ordinary arithmetic and not Lean statements.

Q: Closedness looks like a technicality. Is it needed?

A: It is. On the real line, which is complete, let $F(x)$ be every number except $x$. No $p$ lies in $F(p)$ and all sets are nonempty. Given $y\ne x$ and an input $x'$, either $y\ne x'$, and $y'=y$ matches at distance zero, or $y=x'$. In that case $x\ne x'$, which is `hpos`, and $y'=y+\tfrac12 d(x,x')$ differs from $x'$ and lies at the allowed distance. So the constant $1/2$ holds, and closedness is the one hypothesis that fails.

```lean
/-- On the real line the map `x ↦ {y | y ≠ x}` has constant `1 / 2` and nonempty output sets,
but no self-consistent point. -/
theorem closedness_needed :
    SetLipschitz (fun x : ℝ => {y | y ≠ x}) (1 / 2) ∧
      (∀ x : ℝ, {y : ℝ | y ≠ x}.Nonempty) ∧ ∀ p : ℝ, p ∉ {y : ℝ | y ≠ p} := by
  refine ⟨?_, fun x => exists_ne x, fun p hp => hp rfl⟩
  intro x x' y hy
  have hy' : y ≠ x := hy
  by_cases h : y = x'
  · -- the output coincides with the new input: shift it by half the input distance
    have hpos : 0 < dist x x' := dist_pos.mpr (fun e => hy' (h.trans e.symm))
    refine ⟨y + 1 / 2 * dist x x', ?_, ?_⟩
    · show y + 1 / 2 * dist x x' ≠ x'
      intro e
      linarith
    · rw [Real.dist_eq y, abs_le]
      constructor <;> linarith
  · refine ⟨y, h, ?_⟩
    rw [dist_self]
    positivity
```

Q: And the strict inequality $K<1$?

A: Take $F(x)=\{x+1\}$ on the real line. The sets are singletons, hence closed and nonempty, and $|(x+1)-(x'+1)|=|x-x'|$ gives constant $1$. Self-consistency would require $p=p+1$, which `linarith` refutes. With $K=1$ the steps need not shrink, and here the only orbit from any start moves off by one unit per iteration.

```lean
/-- On the real line the map `x ↦ {x + 1}` has constant `1` and closed output sets, but no
self-consistent point. -/
theorem contraction_needed :
    SetLipschitz (fun x : ℝ => {x + 1}) 1 ∧ (∀ x : ℝ, IsClosed ({x + 1} : Set ℝ)) ∧
      ∀ p : ℝ, p ∉ ({p + 1} : Set ℝ) := by
  refine ⟨?_, fun x => isClosed_singleton, fun p hp => ?_⟩
  · intro x x' y hy
    have hy' : y = x + 1 := hy
    refine ⟨x' + 1, rfl, ?_⟩
    rw [hy', dist_add_right, one_mul]
  · have h : p = p + 1 := hp
    linarith

end SetValuedSCF
```

```lean
#print axioms SetValuedSCF.exists_selfConsistent
#print axioms SetValuedSCF.mem_mix_self_iff
#print axioms SetValuedSCF.closedness_needed
#print axioms SetValuedSCF.contraction_needed
```

```
'SetValuedSCF.exists_selfConsistent' depends on axioms: [propext, Classical.choice, Quot.sound]
'SetValuedSCF.mem_mix_self_iff' depends on axioms: [propext, Classical.choice, Quot.sound]
'SetValuedSCF.closedness_needed' depends on axioms: [propext, Classical.choice, Quot.sound]
'SetValuedSCF.contraction_needed' depends on axioms: [propext, Classical.choice, Quot.sound]
```
